# Projected dynamics conserves $\langle A\rangle$ for every state in a fixed basis exactly when $PHP$ and $PAP$ commute

Suppose that a Hamiltonian $H$ commutes with an observable $A$, and the state is propagated in a truncated basis. Then $\langle A\rangle$ can still drift, and a smaller time step will not cure it, because the projected equation itself violates the conservation law. On the three-site chain below, $\langle A\rangle$ oscillates between 1 and 2 although $HA=AH$.

Let $P$ be the orthogonal projector onto the span of the basis, and let $K=PHP$. For Hermitian $H$, the equation $i\psi'=K\psi$ conserves $\langle\psi,A\psi\rangle$ for every initial state in the range of $P$ if and only if $PHP$ and $PAP$ commute. For real-time electronic-structure propagation, this tells which conservation laws survive truncation when $H$ is a finite matrix independent of time and density; a self-consistent Kohn–Sham Hamiltonian is not of this kind.

## A fixed basis and a constant Hamiltonian

In Lean 4 with Mathlib:

```lean
import Mathlib

open Matrix

namespace FixedBasisConservation

noncomputable section

variable {n : Type*} [Fintype n] [DecidableEq n]
```

States are vectors `n → ℂ` over a finite index type, and `expect A v` is $\langle v,Av\rangle$ without division by the norm.

```lean
/-- The expectation value `⟨v, A v⟩` of a matrix `A` in the (not necessarily normalised)
state `v`. -/
def expect {n : Type*} [Fintype n] (A : Matrix n n ℂ) (v : n → ℂ) : ℂ :=
  star v ⬝ᵥ A *ᵥ v
```

`IsSolution K ψ` is the Schrödinger equation with $\hbar=1$, at all real times.

```lean
/-- The trajectory `ψ` solves the Schrödinger equation `i ψ' = K ψ` at all times. -/
def IsSolution {n : Type*} [Fintype n] (K : Matrix n n ℂ) (ψ : ℝ → n → ℂ) : Prop :=
  ∀ t, HasDerivAt ψ ((-Complex.I) • (K *ᵥ ψ t)) t
```

`Conserves H A P` quantifies over all solutions with $P\psi(0)=\psi(0)$.

```lean
/-- The dynamics `i ψ' = PHP ψ` keeps `⟨ψ, A ψ⟩` constant for every initial state
that `P` leaves unchanged. -/
def Conserves {n : Type*} [Fintype n] (H A P : Matrix n n ℂ) : Prop :=
  ∀ ψ, IsSolution (P * H * P) ψ → P *ᵥ ψ 0 = ψ 0 →
    ∀ t, expect A (ψ t) = expect A (ψ 0)
```

Since $K$ is constant, $\psi(t)=e^{-iKt}v$ solves the equation for any initial state $v$. The proof differentiates this exponential.

```lean
omit [DecidableEq n] in
/-- The Schrödinger equation has a solution for every initial state. -/
theorem exists_solution (K : Matrix n n ℂ) (v : n → ℂ) :
    ∃ ψ, ψ 0 = v ∧ IsSolution K ψ := by
  -- the generator as a bounded real-linear map
  obtain ⟨L, hL⟩ : ∃ L : (n → ℂ) →L[ℝ] (n → ℂ),
      ∀ w, L w = (-Complex.I) • (K *ᵥ w) :=
    ⟨LinearMap.toContinuousLinearMap
      (((-Complex.I) • Matrix.mulVecLin K).restrictScalars ℝ), fun _ => rfl⟩
  have h0 : (0 : ℝ) • L = 0 := zero_smul ℝ L
  have h1 : NormedSpace.exp ((0 : ℝ) • L) = 1 := by
    rw [h0]
    exact NormedSpace.exp_zero
  have h2 : NormedSpace.exp ((0 : ℝ) • L) v = v := by
    rw [h1]
    rfl
  refine ⟨fun t => NormedSpace.exp (t • L) v, h2, fun t => ?_⟩
  have h := (hasDerivAt_exp_smul_const' L t).clm_apply (hasDerivAt_const t v)
  refine h.congr_deriv ?_
  show L (NormedSpace.exp (t • L) v) + NormedSpace.exp (t • L) 0 =
    (-Complex.I) • (K *ᵥ (NormedSpace.exp (t • L) v))
  rw [map_zero, add_zero, hL]
```

## Hermitian $H$: no gain or loss

With $P$ Hermitian too, $K^\dagger=K$, and the product rule gives

$$\frac{d}{dt}\langle\psi,A\psi\rangle=\langle -iK\psi,A\psi\rangle+\langle\psi,A(-iK)\psi\rangle=i\langle\psi,(KA-AK)\psi\rangle .$$

In `ehrenfest`, `prod` is the product rule and `hK.eq` replaces $K^\dagger$ by $K$.

Without this hypothesis, take one dimension, $P=A=1$ and $H=i$. Everything commutes, yet $\psi'=\psi$ and $\langle\psi,\psi\rangle$ grows.

```lean
omit [DecidableEq n] in
/-- A fixed matrix can be pulled out of the time derivative of a state. -/
theorem hasDerivAt_mulVec (A : Matrix n n ℂ) {ψ : ℝ → n → ℂ} {φ : n → ℂ} {t : ℝ}
    (h : HasDerivAt ψ φ t) : HasDerivAt (fun s => A *ᵥ ψ s) (A *ᵥ φ) t := by
  refine hasDerivAt_pi.2 fun i => ?_
  simp only [Matrix.mulVec, dotProduct]
  exact HasDerivAt.fun_sum fun j _ => (hasDerivAt_pi.1 h j).const_mul (A i j)

omit [DecidableEq n] in
/-- Ehrenfest equation: for a Hermitian generator `K`, the expectation value of `A`
changes at the rate `i ⟨KA - AK⟩`. -/
theorem ehrenfest {K : Matrix n n ℂ} (hK : K.IsHermitian) (A : Matrix n n ℂ)
    {ψ : ℝ → n → ℂ} (h : IsSolution K ψ) (t : ℝ) :
    HasDerivAt (fun s => expect A (ψ s))
      (Complex.I * expect (K * A - A * K) (ψ t)) t := by
  -- product rule, for an arbitrary velocity
  have prod : ∀ φ, HasDerivAt ψ φ t → HasDerivAt (fun s => expect A (ψ s))
      (star φ ⬝ᵥ A *ᵥ ψ t + star (ψ t) ⬝ᵥ A *ᵥ φ) t := by
    intro φ hφ
    have h3 : HasDerivAt (fun s => ∑ i, star (ψ s i) * (A *ᵥ ψ s) i)
        (∑ i, (star (φ i) * (A *ᵥ ψ t) i + star (ψ t i) * (A *ᵥ φ) i)) t :=
      HasDerivAt.fun_sum fun i _ => (hasDerivAt_pi.1 hφ i).star.fun_mul
        (hasDerivAt_pi.1 (hasDerivAt_mulVec A hφ) i)
    rw [Finset.sum_add_distrib] at h3
    exact h3
  refine (prod _ (h t)).congr_deriv ?_
  have hI : star (-Complex.I) = Complex.I := by simp
  rw [star_smul, Matrix.star_mulVec, hK.eq, hI, smul_dotProduct,
    ← Matrix.dotProduct_mulVec, Matrix.mulVec_smul, dotProduct_smul, expect,
    Matrix.sub_mulVec, dotProduct_sub]
  simp only [Matrix.mulVec_mulVec, smul_eq_mul]
  ring
```

## $P^2=P$ and a start inside the basis

Idempotence gives $PK=K$, so

$$\frac{d}{dt}(P\psi-\psi)=-i(PK-K)\psi=0 .$$

A state that starts in the range of $P$ therefore stays there; `stays_in_range` follows the same calculation.

If $P=2\cdot 1$ were allowed, only $\psi(0)=0$ would satisfy $P\psi(0)=\psi(0)$. Conservation would then be trivial even for non-commuting $PHP$ and $PAP$.

The restriction on the start matters as well. For $H=1$, $P=\mathrm{diag}(1,0)$ and $A=\sigma_x$, we have $PAP=0$, which commutes with $PHP$. But the normalised state $(e^{-it},1)/\sqrt2$, which starts outside the range, has $\langle A\rangle=\cos t$.

```lean
omit [DecidableEq n] in
/-- A solution of `i ψ' = PHP ψ` that starts in the range of the projector `P`
stays there. -/
theorem stays_in_range {H P : Matrix n n ℂ} (hP : P * P = P) {ψ : ℝ → n → ℂ}
    (h : IsSolution (P * H * P) ψ) (h0 : P *ᵥ ψ 0 = ψ 0) (t : ℝ) :
    P *ᵥ ψ t = ψ t := by
  have hPK : P * (P * H * P) = P * H * P := by
    rw [← mul_assoc, ← mul_assoc, hP]
  -- the component outside the range has zero velocity
  have hd : ∀ s, HasDerivAt (fun s => P *ᵥ ψ s - ψ s) 0 s := fun s =>
    ((hasDerivAt_mulVec P (h s)).fun_sub (h s)).congr_deriv (by
      rw [Matrix.mulVec_smul, Matrix.mulVec_mulVec, hPK, sub_self])
  have hc := is_const_of_deriv_eq_zero (fun s => (hd s).differentiableAt)
    (fun s => (hd s).deriv) t 0
  have hc' : P *ᵥ ψ t - ψ t = P *ᵥ ψ 0 - ψ 0 := hc
  rw [h0, sub_self] at hc'
  exact sub_eq_zero.1 hc'
```

## Hermitian $P$: an orthogonal projection

Hermiticity lets $P$ move across the inner product. With $PK=KP=K$,

$$\langle Pv,(KA-AK)Pv\rangle=\langle v,(KAP-PAK)v\rangle=\langle v,(K\,PAP-PAP\,K)v\rangle .$$

In `expect_commutator`, `e3` moves $P$ across, while `e1` and `e2` expand the two commutators.

An oblique projector can fail: for $P=\begin{pmatrix}1&1\\0&0\end{pmatrix}$ and $H=\begin{pmatrix}0&i\\-i&0\end{pmatrix}$, $PHP=-iP$. With $A=1$ the projected matrices commute, but the norm decays in the range of $P$.

```lean
omit [DecidableEq n] in
/-- In a state projected by the orthogonal projector `P`, the commutator of `PHP` with `A`
has the expectation value that the commutator of `PHP` with `PAP` has in the
unprojected state. -/
theorem expect_commutator {P : Matrix n n ℂ} (hPh : P.IsHermitian) (hP : P * P = P)
    (H A : Matrix n n ℂ) (v : n → ℂ) :
    expect (P * H * P * A - A * (P * H * P)) (P *ᵥ v) =
      expect (P * H * P * (P * A * P) - P * A * P * (P * H * P)) v := by
  have e1 : P * (P * H * P * A - A * (P * H * P)) * P =
      (P * P) * H * P * A * P - P * A * P * H * (P * P) := by
    simp only [mul_sub, sub_mul, mul_assoc]
  have e2 : P * H * P * (P * A * P) - P * A * P * (P * H * P) =
      P * H * (P * P) * A * P - P * A * (P * P) * H * P := by
    simp only [mul_assoc]
  have e3 : ∀ M : Matrix n n ℂ, expect M (P *ᵥ v) = expect (P * M * P) v := by
    intro M
    unfold expect
    rw [Matrix.star_mulVec, hPh.eq, ← Matrix.dotProduct_mulVec]
    simp only [Matrix.mulVec_mulVec, mul_assoc]
  rw [e3, e1, e2, hP]
```

## No condition on $A$

$A$ may be any complex matrix, because polarisation works for every complex $M$. If $\langle v,Mv\rangle=0$ for all $v$, the states $x+y$ and $x+iy$ give

$$\langle x,My\rangle+\langle y,Mx\rangle=0,\qquad \langle x,My\rangle-\langle y,Mx\rangle=0,$$

so $M=0$.

```lean
/-- A complex matrix whose expectation value vanishes in every state is zero. -/
theorem eq_zero_of_expect {M : Matrix n n ℂ} (h : ∀ v, expect M v = 0) : M = 0 := by
  -- polarisation with the states x + y and x + i y
  have key : ∀ x y : n → ℂ, star x ⬝ᵥ M *ᵥ y = 0 := by
    intro x y
    have hx := h x
    have hy := h y
    have h1 := h (x + y)
    have h2 := h (x + Complex.I • y)
    simp only [expect, star_add, star_smul, Matrix.mulVec_add, Matrix.mulVec_smul,
      add_dotProduct, dotProduct_add, smul_dotProduct, dotProduct_smul, smul_eq_mul,
      Complex.star_def, Complex.conj_I] at hx hy h1 h2
    linear_combination (1 / 2) * (h1 - hx - hy) - (Complex.I / 2) * (h2 - hx - hy) +
      ((star x ⬝ᵥ M *ᵥ y) / 2 - (star y ⬝ᵥ M *ᵥ x) / 2 -
        Complex.I / 2 * (star y ⬝ᵥ M *ᵥ y)) * Complex.I_sq
  ext i j
  have hij := key (star (Pi.single i 1)) (Pi.single j 1)
  rw [star_star] at hij
  simpa using hij
```

For the forward direction of `conserves_iff`, start from $Pv$. Conservation makes the rate at $t=0$ vanish (`hd.unique`), so the commutator of $PHP$ and $PAP$ has zero expectation value in every $v$ and is zero by polarisation. Conversely, if they commute, the rate vanishes at all times because $\psi=P\psi$ throughout, and `is_const_of_deriv_eq_zero` gives constancy.

```lean
/-- For Hermitian `H` and an orthogonal projector `P`, the dynamics `i ψ' = PHP ψ` conserves
`⟨ψ, A ψ⟩` for every initial state in the range of `P` if and only if `PHP` and `PAP`
commute. -/
theorem conserves_iff {H P : Matrix n n ℂ} (hH : H.IsHermitian) (hPh : P.IsHermitian)
    (hP : P * P = P) (A : Matrix n n ℂ) :
    Conserves H A P ↔ P * H * P * (P * A * P) = P * A * P * (P * H * P) := by
  have hK : (P * H * P).IsHermitian := by
    unfold Matrix.IsHermitian
    rw [Matrix.conjTranspose_mul, Matrix.conjTranspose_mul, hPh.eq, hH.eq, mul_assoc]
  constructor
  · intro hcons
    refine sub_eq_zero.1 (eq_zero_of_expect fun v => ?_)
    -- start from the projected state and differentiate at time zero
    obtain ⟨ψ, h0, hψ⟩ := exists_solution (P * H * P) (P *ᵥ v)
    have hr : P *ᵥ ψ 0 = ψ 0 := by rw [h0, Matrix.mulVec_mulVec, hP]
    have hd := ehrenfest hK A hψ 0
    have hc : (fun s => expect A (ψ s)) = fun _ => expect A (ψ 0) :=
      funext (hcons ψ hψ hr)
    rw [hc] at hd
    have hz := hd.unique (hasDerivAt_const (0 : ℝ) (expect A (ψ 0)))
    rw [h0, expect_commutator hPh hP] at hz
    exact (mul_eq_zero.1 hz).resolve_left Complex.I_ne_zero
  · intro hcomm ψ hψ h0 t
    -- the Ehrenfest rate vanishes at all times
    have hd : ∀ s, HasDerivAt (fun s => expect A (ψ s)) 0 s := fun s =>
      (ehrenfest hK A hψ s).congr_deriv (by
        rw [← stays_in_range hP hψ h0 s, expect_commutator hPh hP, hcomm, sub_self]
        simp [expect])
    exact is_const_of_deriv_eq_zero (fun s => (hd s).differentiableAt)
      (fun s => (hd s).deriv) t 0
```

## $HA=AH$ does not replace the projected condition

The error to avoid is writing $[PHP,PAP]=P[H,A]P$. With $Q=1-P$,

$$P[H,A]P=[PHP,PAP]+PHQAP-PAQHP,$$

and the terms through the discarded space need not cancel. The chain shows this when $P$ keeps its first two sites.

```lean
/-- Hopping Hamiltonian of a chain of three sites. -/
def chainH : Matrix (Fin 3) (Fin 3) ℂ := !![0, 1, 0; 1, 0, 1; 0, 1, 0]

/-- An observable on the three-site chain. -/
def chainA : Matrix (Fin 3) (Fin 3) ℂ := !![1, 0, 1; 0, 2, 0; 1, 0, 1]

/-- The projector on the first two sites of the chain. -/
def chainP : Matrix (Fin 3) (Fin 3) ℂ := !![1, 0, 0; 0, 1, 0; 0, 0, 0]

/-- The trajectory `(cos t, -i sin t, 0)` on the chain. -/
def chainPsi (t : ℝ) : Fin 3 → ℂ :=
  ![((Real.cos t : ℝ) : ℂ), -Complex.I * ((Real.sin t : ℝ) : ℂ), 0]
```

Here $K$ swaps the first two components and annihilates the third. For $\psi=(\cos t,-i\sin t,0)$, which is normalised,

$$i\psi'=(-i\sin t,\cos t,0)=K\psi,\qquad \langle A\rangle=\cos^2t+2\sin^2t=1+\sin^2t .$$

`chain_drift` checks the derivative component by component.

```lean
/-- The trajectory `(cos t, -i sin t, 0)` solves the projected Schrödinger equation of the
chain, and along it the observable has the expectation value `1 + sin² t`. -/
theorem chain_drift : IsSolution (chainP * chainH * chainP) chainPsi ∧
    ∀ t, expect chainA (chainPsi t) = 1 + ((Real.sin t : ℝ) : ℂ) ^ 2 := by
  constructor
  · have hK : chainP * chainH * chainP = !![0, 1, 0; 1, 0, 0; 0, 0, 0] := by
      ext i j
      fin_cases i <;> fin_cases j <;>
        simp [chainP, chainH, Matrix.mul_apply, Fin.sum_univ_three]
    intro t
    have hv : (-Complex.I) • ((chainP * chainH * chainP) *ᵥ chainPsi t) =
        ![((-Real.sin t : ℝ) : ℂ), -Complex.I * ((Real.cos t : ℝ) : ℂ), 0] := by
      rw [hK]
      ext i
      fin_cases i <;>
        simp [chainPsi, ← mul_assoc]
    rw [hv]
    refine hasDerivAt_pi.2 fun i => ?_
    fin_cases i
    · exact (Real.hasDerivAt_cos t).ofReal_comp
    · exact (Real.hasDerivAt_sin t).ofReal_comp.const_mul (-Complex.I)
    · exact hasDerivAt_const t (0 : ℂ)
  · intro t
    have hab : ∀ a b : ℝ, expect chainA ![(a : ℂ), -Complex.I * (b : ℂ), 0] =
        (a : ℂ) ^ 2 + 2 * (b : ℂ) ^ 2 := by
      intro a b
      simp [expect, chainA, Matrix.mulVec, dotProduct, Fin.sum_univ_three]
      linear_combination (-2 * (b : ℂ) ^ 2) * Complex.I_sq
    have h1 : ((Real.cos t : ℝ) : ℂ) ^ 2 + ((Real.sin t : ℝ) : ℂ) ^ 2 = 1 := by
      rw [← Complex.ofReal_pow, ← Complex.ofReal_pow, ← Complex.ofReal_add,
        Real.cos_sq_add_sin_sq, Complex.ofReal_one]
    rw [chainPsi, hab]
    linear_combination h1
```

The last theorem verifies the matrix properties entry by entry, then compares $t=0$ with $t=\pi/2$: conservation would force $2=1$.

```lean
/-- On the three-site chain the Hermitian matrices `H` and `A` commute and `P` is an orthogonal
projector, yet the dynamics projected by `P` does not conserve `⟨ψ, A ψ⟩`. -/
theorem chain_not_conserved :
    chainH.IsHermitian ∧ chainA.IsHermitian ∧ chainP.IsHermitian ∧
      chainP * chainP = chainP ∧ chainH * chainA = chainA * chainH ∧
      ¬ Conserves chainH chainA chainP := by
  refine ⟨?_, ?_, ?_, ?_, ?_, ?_⟩
  · unfold Matrix.IsHermitian
    ext i j
    fin_cases i <;> fin_cases j <;> simp [chainH, Matrix.conjTranspose_apply]
  · unfold Matrix.IsHermitian
    ext i j
    fin_cases i <;> fin_cases j <;> simp [chainA, Matrix.conjTranspose_apply]
  · unfold Matrix.IsHermitian
    ext i j
    fin_cases i <;> fin_cases j <;> simp [chainP, Matrix.conjTranspose_apply]
  · ext i j
    fin_cases i <;> fin_cases j <;> simp [chainP, Matrix.mul_apply, Fin.sum_univ_three]
  · ext i j
    fin_cases i <;> fin_cases j <;>
      simp [chainH, chainA, Matrix.mul_apply, Fin.sum_univ_three] <;> norm_num
  · intro h
    have h0 : chainP *ᵥ chainPsi 0 = chainPsi 0 := by
      ext i
      fin_cases i <;>
        simp [chainP, chainPsi, Matrix.mulVec, dotProduct, Fin.sum_univ_three]
    -- compare the times 0 and π/2
    have h1 := h chainPsi chain_drift.1 h0 (Real.pi / 2)
    rw [chain_drift.2, chain_drift.2, Real.sin_pi_div_two, Real.sin_zero] at h1
    norm_num at h1

end

end FixedBasisConservation
```

```lean
#print axioms FixedBasisConservation.conserves_iff
#print axioms FixedBasisConservation.chain_not_conserved
```

```
'FixedBasisConservation.conserves_iff' depends on axioms: [propext, Classical.choice, Quot.sound]
'FixedBasisConservation.chain_not_conserved' depends on axioms: [propext, Classical.choice, Quot.sound]
```
